# The second-order contact energy of a free particle in a periodic box diverges linearly with the wave-vector cutoff

## Twenty-six neighbours of the origin

Take the integer vectors \(k\) with all three components in \(\{-1,0,1\}\) and leave out the origin. Of the 26 that remain, 6 have \(|k|^2=1\), 12 have \(|k|^2=2\) and 8 have \(|k|^2=3\). Hence

\[
\sum_{k\neq 0}\frac{1}{|k|^2}=6+\frac{12}{2}+\frac{8}{3}=\frac{44}{3}\approx 14.67 .
\]

The next layer, on the surface of the cube \([-2,2]^3\), has 98 points. They are further out, so each contributes less, but there are more of them:

| type of \(k\) | number | \(\lvert k\rvert^2\) | contribution |
|---|---|---|---|
| (2,0,0) | 6 | 4 | 1.5 |
| (2,1,0) | 24 | 5 | 4.8 |
| (2,1,1) | 24 | 6 | 4 |
| (2,2,0) | 12 | 8 | 1.5 |
| (2,2,1) | 24 | 9 | 2.667 |
| (2,2,2) | 8 | 12 | 0.667 |

This layer adds about 15.13, nearly the same as the first. The number of points on a layer grows as the square of its distance, and the weight of each point falls as the inverse square. Every layer therefore adds an amount of order one, and the sum grows linearly with the number of layers.

## A point interaction in a box

A particle of mass \(m\) moves in a periodic box of side \(L\). Its normalised plane waves and their energies are

\[
\varphi_k(r)=L^{-3/2}e^{2\pi i\,k\cdot r/L},\qquad
E_k=\varepsilon|k|^2,\qquad
\varepsilon=\frac{\hbar^2(2\pi/L)^2}{2m}.
\]

The perturbation is \(V=g\,\delta(r-R)\). In the hyperfine problem, the real constant \(g\), an energy times a volume, is proportional to the product of the electron and nuclear magnetic moments at a fixed relative spin orientation. The delta function collapses the integral for the matrix element:

\[
V_{kq}=g\,\varphi_k^*(R)\,\varphi_q(R).
\]

On the diagonal this is \(V_{kk}=g/L^3\), whatever the cutoff. For \(k=0\) it is the first-order energy. For \(k\neq0\) it is the expectation value of \(V\) in one plane wave; the shifts of such a degenerate level would require diagonalising \(V\) within it.

The second-order energy of the \(k=0\) state, with intermediate states in the cube \([-N,N]^3\), is

\[
E_2(N)=\sum_{k\neq0}\frac{|V_{k0}|^2}{E_0-E_k}.
\]

All plane waves have the same modulus at \(R\), so \(|V_{k0}|^2=(g/L^3)^2\) for every \(k\). The denominators are \(-\varepsilon|k|^2\), which is nonzero for \(k\neq0\). Therefore

\[
\varepsilon E_2(N)=-\left(\frac{g}{L^3}\right)^2S(N),\qquad
S(N)=\sum_{0\neq k\in[-N,N]^3}\frac1{|k|^2}.
\]

From the counts above, \(S(1)=44/3\) and \(S(2)=29.8\). Raising the cutoff from 1 to 2 thus roughly doubles the second-order energy.

## Bounding the sum layer by layer

Raising the cutoff from \(N\) to \(N+1\) adds the surface of the larger cube. With \(M=N+1\), the number of new points is

\[
(2M+1)^3-(2M-1)^3=24M^2+2 .
\]

Each new point has at least one component equal to \(\pm M\), and none larger in size, so \(M^2\le|k|^2\le3M^2\). The contribution of the layer then satisfies

\[
8\le\frac{24M^2+2}{3M^2}\le\sum_{k\in\text{layer}}\frac1{|k|^2}\le\frac{24M^2+2}{M^2}=24+\frac2{M^2}\le26,
\]

where the last step uses \(M\ge1\). Since \(S(0)=0\), adding up the layers gives

\[
8N\le S(N)\le26N .
\]

Multiplication by \(-(g/L^3)^2\) reverses the order:

\[
-26N\left(\frac g{L^3}\right)^2\le\varepsilon E_2(N)\le-8N\left(\frac g{L^3}\right)^2 .
\]

If \(g\neq0\), the upper bound tends to \(-\infty\), and \(E_2(N)\) goes with it.

## Where the divergence shows up in a calculation

A plane-wave response calculation often avoids the explicit sum over states and solves for the first-order wavefunction \(\psi_1\). The second-order energy is then \(g\,\varphi_0^*(R)\,\psi_1(R)\), so \(\psi_1\) is evaluated at the very point where the perturbation sits. In the present model

\[
\psi_1(R)=-\frac{g\,\varphi_0(R)}{\varepsilon L^3}\,S(N),
\]

and this value keeps growing as plane waves are added. The cutoff is normally given as an energy, \(E_{\rm cut}=\varepsilon N^2\) along an axis, so the growth is of order \(\sqrt{E_{\rm cut}}\).

For this non-interacting particle with a fixed coupling \(g\), the contact operator gives a definite first-order energy, while its second-order energy has no limit as the basis is enlarged. A coupling that is adjusted along with the cutoff is a different problem.

## The statement in Lean

A wave vector is a triple of integers, of type `ℤ × ℤ × ℤ`. `cube N` is the cutoff cube, `waveSq k` is \(|k|^2\), and `latticeSum N` is \(S(N)\), with the origin removed by `erase 0`. `shell N` is the layer between cutoffs \(N\) and \(N+1\), so the 26 neighbours of the origin form `shell 0`.

`planeWave`, `contactElement` and `kineticQuantum` are \(\varphi_k\), \(V_{kq}\) and \(\varepsilon\). `secondOrderEnergy` is the perturbation sum with its denominators \(E_0-E_k\) written out.

There are four main results:

- `latticeSum_bounds` states \(8N\le S(N)\le26N\) for every natural \(N\), including \(N=0\), where all three terms vanish.
- `firstOrderEnergy` states \(V_{kk}=g/L^3\) for every \(k\) when \(L>0\).
- `secondOrderEnergy_bounds` gives the two-sided bound on \(\varepsilon E_2(N)\) for positive \(\hbar\), \(m\) and \(L\), with any real \(g\).
- `secondOrderEnergy_diverges` adds the hypothesis \(g\neq0\) and states that \(E_2(N)\to-\infty\). At \(g=0\) the energy is zero at every cutoff.

The matrix element and the second-order formula enter as definitions: the file contains neither the delta distribution as an operator nor a derivation of perturbation theory. Spin operators, other electrons and a binding potential are absent, and the cutoff region is a cube, where plane-wave programs usually take a sphere. The bounds fix the order of growth but do not say that \(S(N)/N\) converges.

```lean
import Mathlib

open Filter
open scoped ComplexConjugate

namespace ContactSecondOrder

noncomputable section

/-- The integer wave vectors in the cutoff cube `[-N, N]³`. -/
def cube (N : ℕ) : Finset (ℤ × ℤ × ℤ) :=
  Finset.Icc (-(N : ℤ)) N ×ˢ (Finset.Icc (-(N : ℤ)) N ×ˢ Finset.Icc (-(N : ℤ)) N)

/-- The squared Euclidean length of an integer wave vector. -/
def waveSq (k : ℤ × ℤ × ℤ) : ℝ := (k.1 : ℝ) ^ 2 + (k.2.1 : ℝ) ^ 2 + (k.2.2 : ℝ) ^ 2

/-- The sum of `1/|k|²` over the nonzero wave vectors in the cutoff cube. -/
def latticeSum (N : ℕ) : ℝ := ∑ k ∈ (cube N).erase 0, 1 / waveSq k

/-- The wave vectors added when the cutoff is raised from `N` to `N + 1`. -/
def shell (N : ℕ) : Finset (ℤ × ℤ × ℤ) := cube (N + 1) \ cube N

/-- A nonzero wave vector has positive squared length. -/
theorem waveSq_pos {k : ℤ × ℤ × ℤ} (hk : k ≠ 0) : 0 < waveSq k := by
  obtain ⟨a, b, c⟩ := k
  by_contra h
  simp only [waveSq, not_lt] at h
  have ha : (a : ℝ) ^ 2 = 0 := by
    linarith [sq_nonneg (a : ℝ), sq_nonneg (b : ℝ), sq_nonneg (c : ℝ)]
  have hb : (b : ℝ) ^ 2 = 0 := by
    linarith [sq_nonneg (a : ℝ), sq_nonneg (b : ℝ), sq_nonneg (c : ℝ)]
  have hc : (c : ℝ) ^ 2 = 0 := by
    linarith [sq_nonneg (a : ℝ), sq_nonneg (b : ℝ), sq_nonneg (c : ℝ)]
  exact hk (Prod.ext (by simpa using ha) (Prod.ext (by simpa using hb) (by simpa using hc)))

lemma cube_subset (N : ℕ) : cube N ⊆ cube (N + 1) := by
  intro k hk
  simp only [cube, Finset.mem_product, Finset.mem_Icc] at hk ⊢
  push_cast
  omega

/-- Raising the cutoff from `N` to `N + 1` adds `24 (N + 1)² + 2` wave vectors. -/
theorem card_shell (N : ℕ) : (shell N).card = 24 * (N + 1) ^ 2 + 2 := by
  have hcube : ∀ M : ℕ, (cube M).card = (2 * M + 1) ^ 3 := by
    intro M
    have h : (Finset.Icc (-(M : ℤ)) M).card = 2 * M + 1 := by
      rw [Int.card_Icc]
      omega
    rw [cube, Finset.card_product, Finset.card_product, h]
    ring
  have h := Finset.card_sdiff_add_card_eq_card (cube_subset N)
  have e : (2 * (N + 1) + 1) ^ 3 = (24 * (N + 1) ^ 2 + 2) + (2 * N + 1) ^ 3 := by ring
  rw [hcube, hcube, e] at h
  exact Nat.add_right_cancel h

/-- The wave vectors added at cutoff `N + 1` have squared length between `(N + 1)²` and
`3 (N + 1)²`. -/
theorem waveSq_shell {N : ℕ} {k : ℤ × ℤ × ℤ} (hk : k ∈ shell N) :
    ((N : ℝ) + 1) ^ 2 ≤ waveSq k ∧ waveSq k ≤ 3 * ((N : ℝ) + 1) ^ 2 := by
  obtain ⟨a, b, c⟩ := k
  simp only [shell, cube, Finset.mem_sdiff, Finset.mem_product, Finset.mem_Icc] at hk
  push_cast at hk
  obtain ⟨⟨ha, hb, hc⟩, hout⟩ := hk
  -- a coordinate outside the smaller cube is at least N + 1 in size
  have far : ∀ x : ℤ, ¬(-(N : ℤ) ≤ x ∧ x ≤ N) → ((N : ℤ) + 1) ^ 2 ≤ x ^ 2 := by
    intro x hx
    have hN : (0 : ℤ) ≤ N := Int.natCast_nonneg N
    have h : x ≤ -((N : ℤ) + 1) ∨ (N : ℤ) + 1 ≤ x := by omega
    rcases h with h | h <;> nlinarith
  have lower : ((N : ℤ) + 1) ^ 2 ≤ a ^ 2 + b ^ 2 + c ^ 2 := by
    have h : ¬(-(N : ℤ) ≤ a ∧ a ≤ N) ∨ ¬(-(N : ℤ) ≤ b ∧ b ≤ N) ∨
        ¬(-(N : ℤ) ≤ c ∧ c ≤ N) := by tauto
    rcases h with h | h | h <;>
      linarith [far _ h, sq_nonneg a, sq_nonneg b, sq_nonneg c]
  have upper : a ^ 2 + b ^ 2 + c ^ 2 ≤ 3 * ((N : ℤ) + 1) ^ 2 := by
    linarith [sq_le_sq' ha.1 ha.2, sq_le_sq' hb.1 hb.2, sq_le_sq' hc.1 hc.2]
  simp only [waveSq]
  exact ⟨by exact_mod_cast lower, by exact_mod_cast upper⟩

/-- Each unit step of the cutoff adds between 8 and 26 to the sum of `1/|k|²`. -/
theorem shell_sum_bounds (N : ℕ) :
    8 ≤ ∑ k ∈ shell N, 1 / waveSq k ∧ ∑ k ∈ shell N, 1 / waveSq k ≤ 26 := by
  have hM : (0 : ℝ) < ((N : ℝ) + 1) ^ 2 := by positivity
  have hN : (0 : ℝ) ≤ N := Nat.cast_nonneg N
  have lo := Finset.card_nsmul_le_sum (shell N) (fun k => 1 / waveSq k)
    (1 / (3 * ((N : ℝ) + 1) ^ 2)) (fun k hk =>
      one_div_le_one_div_of_le (hM.trans_le (waveSq_shell hk).1) (waveSq_shell hk).2)
  have hi := Finset.sum_le_card_nsmul (shell N) (fun k => 1 / waveSq k)
    (1 / ((N : ℝ) + 1) ^ 2) (fun k hk => one_div_le_one_div_of_le hM (waveSq_shell hk).1)
  rw [card_shell, nsmul_eq_mul, mul_one_div] at lo hi
  push_cast at lo hi
  constructor
  · refine le_trans ?_ lo
    rw [le_div_iff₀ (by positivity)]
    linarith
  · refine le_trans hi ?_
    rw [div_le_iff₀ hM]
    nlinarith

/-- The sum of `1/|k|²` over nonzero integer vectors in `[-N, N]³` lies between `8N` and
`26N`. -/
theorem latticeSum_bounds (N : ℕ) :
    8 * (N : ℝ) ≤ latticeSum N ∧ latticeSum N ≤ 26 * (N : ℝ) := by
  have key : ∀ M, latticeSum M = ∑ k ∈ cube M, 1 / waveSq k :=
    fun M => Finset.sum_erase _ (by simp [waveSq])
  induction N with
  | zero =>
    have h : latticeSum 0 = 0 := by
      rw [key]
      simp [cube, waveSq]
    simp [h]
  | succ N ih =>
    -- split the larger cube into the smaller one and its surface
    have split : latticeSum (N + 1) = ∑ k ∈ shell N, 1 / waveSq k + latticeSum N := by
      rw [key, key]
      exact (Finset.sum_sdiff (cube_subset N)).symm
    have hs := shell_sum_bounds N
    push_cast
    constructor <;> linarith [ih.1, ih.2, hs.1, hs.2]

/-- The normalised plane wave with integer wave vector `k` in a periodic box of side `L > 0`. -/
def planeWave (L : ℝ) (k : ℤ × ℤ × ℤ) (r : ℝ × ℝ × ℝ) : ℂ :=
  Complex.exp ((2 * Real.pi / L * (k.1 * r.1 + k.2.1 * r.2.1 + k.2.2 * r.2.2) : ℝ) * Complex.I)
    / (Real.sqrt (L ^ 3) : ℝ)

/-- The matrix element of the contact operator `g δ(r - R)` between the plane waves `k` and `q`
in a box of side `L > 0`. -/
def contactElement (g L : ℝ) (R : ℝ × ℝ × ℝ) (k q : ℤ × ℤ × ℤ) : ℂ :=
  g * conj (planeWave L k R) * planeWave L q R

/-- The kinetic energy of a plane wave with `|k| = 1`, for mass `m ≠ 0` and box side `L ≠ 0`. -/
def kineticQuantum (hbar m L : ℝ) : ℝ := hbar ^ 2 * (2 * Real.pi / L) ^ 2 / (2 * m)

/-- The second-order energy of the `k = 0` plane wave under the contact operator, with
intermediate plane waves up to cutoff `N`, for `hbar ≠ 0`, `m ≠ 0` and `L > 0`. -/
def secondOrderEnergy (g hbar m L : ℝ) (R : ℝ × ℝ × ℝ) (N : ℕ) : ℝ :=
  ∑ k ∈ (cube N).erase 0, ‖contactElement g L R k 0‖ ^ 2 /
    (kineticQuantum hbar m L * waveSq 0 - kineticQuantum hbar m L * waveSq k)

lemma norm_planeWave (L : ℝ) (k : ℤ × ℤ × ℤ) (r : ℝ × ℝ × ℝ) :
    ‖planeWave L k r‖ = 1 / Real.sqrt (L ^ 3) := by
  rw [planeWave, norm_div, Complex.norm_exp_ofReal_mul_I, Complex.norm_real,
    Real.norm_of_nonneg (Real.sqrt_nonneg _)]

/-- In a box of side `L > 0` the diagonal matrix element of the contact operator is `g / L³` for
every plane wave. For `k = 0` this is the first-order energy. -/
theorem firstOrderEnergy {L : ℝ} (hL : 0 < L) (g : ℝ) (R : ℝ × ℝ × ℝ) (k : ℤ × ℤ × ℤ) :
    contactElement g L R k k = ((g / L ^ 3 : ℝ) : ℂ) := by
  rw [contactElement, mul_assoc, Complex.conj_mul', norm_planeWave, ← Complex.ofReal_pow,
    ← Complex.ofReal_mul, div_pow, Real.sq_sqrt (by positivity), one_pow, mul_one_div]

/-- For positive `hbar`, mass and box side, the second-order contact energy at cutoff `N`, times
the kinetic quantum, lies between `-26 N (g/L³)²` and `-8 N (g/L³)²`. -/
theorem secondOrderEnergy_bounds {hbar m L : ℝ} (hh : 0 < hbar) (hm : 0 < m) (hL : 0 < L)
    (g : ℝ) (R : ℝ × ℝ × ℝ) (N : ℕ) :
    -(26 * N * (g / L ^ 3) ^ 2) ≤ secondOrderEnergy g hbar m L R N * kineticQuantum hbar m L ∧
    secondOrderEnergy g hbar m L R N * kineticQuantum hbar m L ≤ -(8 * N * (g / L ^ 3) ^ 2) := by
  have hε : 0 < kineticQuantum hbar m L := by
    unfold kineticQuantum
    positivity
  -- all contact matrix elements have the same modulus
  have hV : ∀ k, ‖contactElement g L R k 0‖ ^ 2 = (g / L ^ 3) ^ 2 := by
    intro k
    have h : ‖contactElement g L R k 0‖ = ‖contactElement g L R 0 0‖ := by
      simp only [contactElement, norm_mul, RCLike.norm_conj, norm_planeWave]
    rw [h, firstOrderEnergy hL, Complex.norm_real, Real.norm_eq_abs, sq_abs]
  have h0 : waveSq 0 = 0 := by simp [waveSq]
  have hE : secondOrderEnergy g hbar m L R N * kineticQuantum hbar m L =
      -(g / L ^ 3) ^ 2 * latticeSum N := by
    rw [secondOrderEnergy, latticeSum, Finset.sum_mul, Finset.mul_sum]
    refine Finset.sum_congr rfl fun k hk => ?_
    have hk0 := (waveSq_pos (Finset.ne_of_mem_erase hk)).ne'
    have hε0 := hε.ne'
    rw [hV, h0, mul_zero, zero_sub, div_neg, neg_mul, neg_mul, neg_inj, div_mul_eq_mul_div,
      mul_one_div, div_eq_div_iff (mul_ne_zero hε0 hk0) hk0]
    ring
  have hb := latticeSum_bounds N
  rw [hE]
  constructor <;> nlinarith [mul_le_mul_of_nonneg_left hb.1 (sq_nonneg (g / L ^ 3)),
    mul_le_mul_of_nonneg_left hb.2 (sq_nonneg (g / L ^ 3))]

/-- For nonzero coupling and positive `hbar`, mass and box side, the second-order contact energy
tends to minus infinity as the plane-wave cutoff grows. -/
theorem secondOrderEnergy_diverges {g hbar m L : ℝ} (hg : g ≠ 0) (hh : 0 < hbar) (hm : 0 < m)
    (hL : 0 < L) (R : ℝ × ℝ × ℝ) :
    Tendsto (secondOrderEnergy g hbar m L R) atTop atBot := by
  have hε : 0 < kineticQuantum hbar m L := by
    unfold kineticQuantum
    positivity
  have hc : 0 < 8 * (g / L ^ 3) ^ 2 / kineticQuantum hbar m L := by positivity
  have ht : Tendsto (fun N : ℕ => -(8 * (g / L ^ 3) ^ 2 / kineticQuantum hbar m L * (N : ℝ)))
      atTop atBot :=
    tendsto_neg_atTop_atBot.comp (Tendsto.const_mul_atTop hc tendsto_natCast_atTop_atTop)
  refine tendsto_atBot_mono (fun N => ?_) ht
  -- divide the linear upper bound by the kinetic quantum
  have hb := (secondOrderEnergy_bounds hh hm hL g R N).2
  rw [le_neg, div_mul_eq_mul_div, div_le_iff₀ hε]
  linarith

end

end ContactSecondOrder
```

```lean
#print axioms ContactSecondOrder.secondOrderEnergy_diverges
-- 'ContactSecondOrder.secondOrderEnergy_diverges' depends on axioms: [propext, Classical.choice, Quot.sound]
```

## From counting points to the lattice bounds

`card_shell` first computes the size of a cube as \((2M+1)^3\). It then uses the fact that the layer and the smaller cube together make up the larger one, which is where `cube_subset` is needed. `ring` supplies the difference of cubes, and cancelling the smaller cube leaves \(24(N+1)^2+2\).

`waveSq_shell` works in the integers and converts to real numbers at the end. The auxiliary statement `far` says that a component outside \([-N,N]\) has square at least \((N+1)^2\). A point of the layer has such a component in one of three positions, and `rcases` treats the three cases alike. The upper bound adds the three inequalities for the squared components.

`shell_sum_bounds` is the chain of inequalities for one layer. `Finset.card_nsmul_le_sum` and `Finset.sum_le_card_nsmul` compare a sum with the number of its terms times a common bound. After `card_shell` is inserted, only the two comparisons with 8 and 26 remain.

`latticeSum_bounds` is an induction on \(N\). The step `split` writes \(S(N+1)\) as the layer plus \(S(N)\), and `linarith` adds the bounds. The step `key` puts the origin back into the sum, which changes nothing because Lean evaluates \(1/0\) as 0.

## From the lattice bounds to the energy

`norm_planeWave` gives the modulus \(L^{-3/2}\) at every point. `firstOrderEnergy` follows from \(z^*z=|z|^2\).

In `secondOrderEnergy_bounds`, the step `hV` shows that every \(|V_{k0}|\) equals \(|V_{00}|\), whose value is already known from `firstOrderEnergy`. The step `hE` is the identity \(\varepsilon E_2(N)=-(g/L^3)^2S(N)\), proved term by term. There `waveSq_pos` guarantees that the denominators are nonzero. The lattice bounds, multiplied by the nonnegative number \((g/L^3)^2\), finish the proof.

For `secondOrderEnergy_diverges`, the upper bound is divided by \(\varepsilon>0\). This places \(E_2(N)\) below a linear function of \(N\) with negative slope, and `tendsto_atBot_mono` carries the limit \(-\infty\) from that function to the energy.
